# Core-valence separation in a finite Hermitian matrix: the neglected coupling bounds the distance to the nearest exact level

Take one core-excited and one valence-excited configuration with the same energy $a$ and coupling $b$: the exact levels are $a\pm|b|$, while core-valence separation, which drops the coupling, returns $a$ and misses both by $|b|$. The Lean file below extends this to any finite Hermitian Hamiltonian, where some exact level lies no further from a separated core level than the length of the vector of dropped couplings between its normalised core state and the valence configurations.

```lean
import Mathlib

open Matrix

namespace CoreValenceSeparation

noncomputable section

variable {ι core val : Type*} [Fintype ι] [Fintype core] [Fintype val]

/-- The Euclidean length of a complex amplitude vector. -/
def vnorm (x : ι → ℂ) : ℝ := ‖WithLp.toLp 2 x‖

/-- The real number `e` is an energy level of `H`: some nonzero state `x` satisfies `H x = e x`. -/
def IsLevel (H : Matrix ι ι ℂ) (e : ℝ) : Prop :=
  ∃ x : ι → ℂ, x ≠ 0 ∧ H *ᵥ x = (e : ℂ) • x

/-- The full Hamiltonian with core-excited block `A`, valence block `D`, and coupling `B` from
valence to core. -/
def fullHam (A : Matrix core core ℂ) (B : Matrix core val ℂ) (D : Matrix val val ℂ) :
    Matrix (core ⊕ val) (core ⊕ val) ℂ :=
  fromBlocks A B Bᴴ D

/-- The squared length of a vector is the sum of its squared amplitudes. -/
theorem vnorm_sq (x : ι → ℂ) : vnorm x ^ 2 = ∑ i, ‖x i‖ ^ 2 :=
  EuclideanSpace.norm_sq_eq _

/-- If `α ≤ β` and a nonzero state `x` makes the real part of `⟨(H - α)x, (H - β)x⟩` nonpositive,
then the Hermitian matrix `H` has a level between `α` and `β`. -/
theorem level_in_window {H : Matrix ι ι ℂ} (hH : H.IsHermitian) {x : ι → ℂ} (hx : x ≠ 0)
    {α β : ℝ} (hαβ : α ≤ β)
    (h : (star (H *ᵥ x - (α : ℂ) • x) ⬝ᵥ (H *ᵥ x - (β : ℂ) • x)).re ≤ 0) :
    ∃ e, IsLevel H e ∧ α ≤ e ∧ e ≤ β := by
  classical
  by_contra! hno
  -- an orthonormal basis of eigenvectors
  obtain ⟨b, l, hu⟩ : ∃ (b : OrthonormalBasis ι ℂ (EuclideanSpace ℂ ι)) (l : ι → ℝ),
      ∀ i, H *ᵥ (b i).ofLp = (l i : ℂ) • (b i).ofLp :=
    ⟨hH.eigenvectorBasis, hH.eigenvalues, fun i =>
      (hH.mulVec_eigenvectorBasis i).trans (by ext j; simp)⟩
  -- no level in the window makes every weight positive
  have hpos : ∀ i, 0 < (l i - α) * (l i - β) := by
    intro i
    have hb : (b i).ofLp ≠ 0 := fun h0 =>
      b.orthonormal.ne_zero i (PiLp.ext fun j => congrFun h0 j)
    have h1 := hno (l i) ⟨_, hb, hu i⟩
    rcases lt_or_ge (l i) α with h2 | h2
    · exact mul_pos_of_neg_of_neg (by linarith) (by linarith)
    · have h3 := h1 h2
      exact mul_pos (by linarith) (by linarith)
  -- components of `(H - γ)x` along the eigenvectors
  have hc : ∀ (γ : ℝ) (i : ι), inner ℂ (b i) (WithLp.toLp 2 (H *ᵥ x - (γ : ℂ) • x)) =
      ((l i - γ : ℝ) : ℂ) * inner ℂ (b i) (WithLp.toLp 2 x) := by
    intro γ i
    have h1 : star (b i).ofLp ᵥ* H = (l i : ℂ) • star (b i).ofLp := by
      have h2 := congrArg star (hu i)
      rw [star_mulVec, hH.eq] at h2
      rw [h2]
      ext j
      simp
    rw [EuclideanSpace.inner_eq_star_dotProduct, EuclideanSpace.inner_eq_star_dotProduct]
    change (H *ᵥ x - (γ : ℂ) • x) ⬝ᵥ star (b i).ofLp =
      ((l i - γ : ℝ) : ℂ) * (x ⬝ᵥ star (b i).ofLp)
    rw [dotProduct_comm, dotProduct_sub, dotProduct_smul, Matrix.dotProduct_mulVec, h1,
      smul_dotProduct, dotProduct_comm x]
    push_cast
    simp only [smul_eq_mul]
    ring
  have hs : (star (H *ᵥ x - (α : ℂ) • x) ⬝ᵥ (H *ᵥ x - (β : ℂ) • x)).re =
      ∑ i, (l i - α) * (l i - β) * Complex.normSq (inner ℂ (b i) (WithLp.toLp 2 x)) := by
    have h1 : star (H *ᵥ x - (α : ℂ) • x) ⬝ᵥ (H *ᵥ x - (β : ℂ) • x) =
        inner ℂ (WithLp.toLp 2 (H *ᵥ x - (α : ℂ) • x))
          (WithLp.toLp 2 (H *ᵥ x - (β : ℂ) • x)) :=
      (dotProduct_comm _ _).trans (EuclideanSpace.inner_eq_star_dotProduct _ _).symm
    rw [h1, ← b.sum_inner_mul_inner, Complex.re_sum]
    refine Finset.sum_congr rfl fun i _ => ?_
    rw [← inner_conj_symm _ (b i), hc, hc]
    generalize inner ℂ (b i) (WithLp.toLp 2 x) = z
    simp only [Complex.mul_re, Complex.mul_im, Complex.ofReal_re, Complex.ofReal_im,
      Complex.conj_re, Complex.conj_im, Complex.normSq_apply]
    ring
  -- a nonzero state overlaps with some eigenvector
  obtain ⟨i, hi⟩ : ∃ i, inner ℂ (b i) (WithLp.toLp 2 x) ≠ 0 := by
    by_contra! hz
    have h1 : inner ℂ (WithLp.toLp 2 x) (WithLp.toLp 2 x) = 0 := by
      rw [← b.sum_inner_mul_inner]
      exact Finset.sum_eq_zero fun i _ => by rw [hz i, mul_zero]
    exact hx (congrArg WithLp.ofLp ((inner_self_eq_zero (𝕜 := ℂ)).1 h1))
  rw [hs] at h
  have hsum : 0 < ∑ j, (l j - α) * (l j - β) *
      Complex.normSq (inner ℂ (b j) (WithLp.toLp 2 x)) :=
    Finset.sum_pos' (fun j _ => mul_nonneg (hpos j).le (Complex.normSq_nonneg _))
      ⟨i, Finset.mem_univ i, mul_pos (hpos i) (Complex.normSq_pos.2 hi)⟩
  exact not_le_of_gt hsum h

/-- For a core eigenvector `v` with energy `a`, padded by zero valence amplitudes, `H - γ` scales
the core part by `a - γ` and produces the valence part `Bᴴ v`. -/
theorem core_state_residual {A : Matrix core core ℂ} (B : Matrix core val ℂ)
    (D : Matrix val val ℂ) {v : core → ℂ} {a : ℝ} (hv : A *ᵥ v = (a : ℂ) • v) (γ : ℝ) :
    fullHam A B D *ᵥ Sum.elim v 0 - (γ : ℂ) • Sum.elim v 0 =
      Sum.elim (((a - γ : ℝ) : ℂ) • v) (Bᴴ *ᵥ v) := by
  rw [fullHam, fromBlocks_mulVec]
  ext (i | i) <;> simp [hv, sub_mul]

/-- Let `v` be a unit eigenvector of the core block with energy `a`, the diagonal blocks being
Hermitian. If `α ≤ β` and `‖Bᴴ v‖² ≤ (a - α)(β - a)`, the full Hamiltonian has a level between
`α` and `β`. -/
theorem cvs_window {A : Matrix core core ℂ} (B : Matrix core val ℂ) {D : Matrix val val ℂ}
    (hA : A.IsHermitian) (hD : D.IsHermitian) {v : core → ℂ} {a : ℝ} (hv1 : vnorm v = 1)
    (hv : A *ᵥ v = (a : ℂ) • v) {α β : ℝ} (hαβ : α ≤ β)
    (h : vnorm (Bᴴ *ᵥ v) ^ 2 ≤ (a - α) * (β - a)) :
    ∃ e, IsLevel (fullHam A B D) e ∧ α ≤ e ∧ e ≤ β := by
  have hn : ∑ i, ‖v i‖ ^ 2 = 1 := by rw [← vnorm_sq, hv1, one_pow]
  have hx : (Sum.elim v 0 : core ⊕ val → ℂ) ≠ 0 := by
    intro h0
    have h1 : ∀ i, v i = 0 := fun i => congrFun h0 (Sum.inl i)
    simp [h1] at hn
  refine level_in_window (IsHermitian.fromBlocks hA rfl hD) hx hαβ ?_
  change (star (fullHam A B D *ᵥ Sum.elim v 0 - (α : ℂ) • Sum.elim v 0) ⬝ᵥ
    (fullHam A B D *ᵥ Sum.elim v 0 - (β : ℂ) • Sum.elim v 0)).re ≤ 0
  rw [core_state_residual B D hv, core_state_residual B D hv]
  -- the core part gives `(a - α)(a - β)`, the valence part the squared coupling
  have h1 : ∀ (s t : ℝ) (z : ℂ),
      (star ((s : ℂ) * z) * ((t : ℂ) * z)).re = s * t * ‖z‖ ^ 2 := by
    intro s t z
    rw [Complex.sq_norm, Complex.normSq_apply]
    simp only [Complex.star_def, Complex.mul_re, Complex.mul_im, Complex.ofReal_re,
      Complex.ofReal_im, Complex.conj_re, Complex.conj_im]
    ring
  have h2 : ∀ z : ℂ, (star z * z).re = ‖z‖ ^ 2 := fun z => by simpa using h1 1 1 z
  simp only [dotProduct, Fintype.sum_sum_type, Pi.star_apply, Sum.elim_inl, Sum.elim_inr,
    Pi.smul_apply, smul_eq_mul, Complex.add_re, Complex.re_sum, h1, h2]
  rw [← Finset.mul_sum, hn, ← vnorm_sq]
  linarith

/-- Core-valence separation error bound: if `v` is a unit eigenvector of the Hermitian core block
with energy `a`, and the valence block is Hermitian, the full Hamiltonian has a level `e` with
`|e - a| ≤ ‖Bᴴ v‖`. -/
theorem cvs_error_bound {A : Matrix core core ℂ} (B : Matrix core val ℂ) {D : Matrix val val ℂ}
    (hA : A.IsHermitian) (hD : D.IsHermitian) {v : core → ℂ} {a : ℝ} (hv1 : vnorm v = 1)
    (hv : A *ᵥ v = (a : ℂ) • v) :
    ∃ e, IsLevel (fullHam A B D) e ∧ |e - a| ≤ vnorm (Bᴴ *ᵥ v) := by
  have hr : 0 ≤ vnorm (Bᴴ *ᵥ v) := norm_nonneg _
  obtain ⟨e, he, h1, h2⟩ := cvs_window B hA hD hv1 hv
    (α := a - vnorm (Bᴴ *ᵥ v)) (β := a + vnorm (Bᴴ *ᵥ v)) (by linarith) (le_of_eq (by ring))
  exact ⟨e, he, abs_le.2 ⟨by linarith, by linarith⟩⟩

/-- Second-order bound: in the setting of `cvs_error_bound`, if `‖Bᴴ v‖ ≤ g` and every level of
the full Hamiltonian within `g` of `a` equals `e`, then `|e - a| g ≤ ‖Bᴴ v‖²`. -/
theorem cvs_error_second_order {A : Matrix core core ℂ} (B : Matrix core val ℂ)
    {D : Matrix val val ℂ} (hA : A.IsHermitian) (hD : D.IsHermitian) {v : core → ℂ} {a : ℝ}
    (hv1 : vnorm v = 1) (hv : A *ᵥ v = (a : ℂ) • v) {g e : ℝ} (hg : vnorm (Bᴴ *ᵥ v) ≤ g)
    (hiso : ∀ e', IsLevel (fullHam A B D) e' → |e' - a| ≤ g → e' = e) :
    |e - a| * g ≤ vnorm (Bᴴ *ᵥ v) ^ 2 := by
  have hr : 0 ≤ vnorm (Bᴴ *ᵥ v) := norm_nonneg _
  rcases (hr.trans hg).eq_or_lt with h0 | h0
  · rw [← h0, mul_zero]
    positivity
  obtain ⟨t, ht⟩ : ∃ t, t * g = vnorm (Bᴴ *ᵥ v) ^ 2 := ⟨_, div_mul_cancel₀ _ h0.ne'⟩
  have ht0 : 0 ≤ t := by
    by_contra! hneg
    nlinarith [mul_neg_of_neg_of_pos hneg h0, sq_nonneg (vnorm (Bᴴ *ᵥ v))]
  have htg : t ≤ g := le_of_mul_le_mul_right (by nlinarith) h0
  -- one window bounds the level from below, its mirror image from above
  obtain ⟨e₁, he₁, h1, h2⟩ := cvs_window B hA hD hv1 hv (α := a - t) (β := a + g)
    (by linarith) (by rw [← ht]; exact le_of_eq (by ring))
  obtain ⟨e₂, he₂, h3, h4⟩ := cvs_window B hA hD hv1 hv (α := a - g) (β := a + t)
    (by linarith) (by rw [← ht]; exact le_of_eq (by ring))
  have h5 := hiso e₁ he₁ (abs_le.2 ⟨by linarith, by linarith⟩)
  have h6 := hiso e₂ he₂ (abs_le.2 ⟨by linarith, by linarith⟩)
  rw [← ht]
  exact mul_le_mul_of_nonneg_right (abs_le.2 ⟨by linarith, by linarith⟩) h0.le

/-- Sharpness: for one core and one valence state of equal energy `a` coupled by `b`, every level
`e` of the full Hamiltonian satisfies `|e - a| = ‖Bᴴ v‖` with `v = (1)`. -/
theorem cvs_bound_sharp (a e : ℝ) (b : ℂ)
    (he : IsLevel (fullHam !![(a : ℂ)] !![b] !![(a : ℂ)]) e) :
    |e - a| = vnorm (!![b]ᴴ *ᵥ ![1]) := by
  obtain ⟨x, hx, h⟩ := he
  have h0 : (a : ℂ) * x (Sum.inl 0) + b * x (Sum.inr 0) = e * x (Sum.inl 0) := by
    simpa [fullHam, Matrix.mulVec, dotProduct, Fintype.sum_sum_type] using congrFun h (Sum.inl 0)
  have h1 : star b * x (Sum.inl 0) + (a : ℂ) * x (Sum.inr 0) = e * x (Sum.inr 0) := by
    simpa [fullHam, Matrix.mulVec, dotProduct, Fintype.sum_sum_type] using congrFun h (Sum.inr 0)
  -- eliminating one amplitude leaves the secular equation
  have key : ((e : ℂ) - a) ^ 2 = b * star b := by
    by_cases hp : x (Sum.inl 0) = 0
    · have hq : x (Sum.inr 0) ≠ 0 := by
        intro hq
        apply hx
        ext (i | i)
        · rw [Subsingleton.elim i 0, hp, Pi.zero_apply]
        · rw [Subsingleton.elim i 0, hq, Pi.zero_apply]
      exact mul_right_cancel₀ hq (by linear_combination -((e : ℂ) - a) * h1 - star b * h0)
    · exact mul_right_cancel₀ hp (by linear_combination -((e : ℂ) - a) * h0 - b * h1)
  have hsq : (e - a) ^ 2 = Complex.normSq b := by
    rw [Complex.star_def, Complex.mul_conj] at key
    exact_mod_cast key
  have hn : vnorm (!![b]ᴴ *ᵥ ![1]) ^ 2 = Complex.normSq b := by
    rw [vnorm_sq, ← Complex.sq_norm]
    simp [Matrix.mulVec, dotProduct]
  exact (sq_eq_sq₀ (abs_nonneg _) (norm_nonneg _)).1 (by rw [sq_abs, hsq]; exact hn.symm)

end

end CoreValenceSeparation
```

```lean
#print axioms CoreValenceSeparation.cvs_error_bound
-- 'CoreValenceSeparation.cvs_error_bound' depends on axioms: [propext, Classical.choice, Quot.sound]
#print axioms CoreValenceSeparation.cvs_error_second_order
-- 'CoreValenceSeparation.cvs_error_second_order' depends on axioms: [propext, Classical.choice, Quot.sound]
#print axioms CoreValenceSeparation.cvs_bound_sharp
-- 'CoreValenceSeparation.cvs_bound_sharp' depends on axioms: [propext, Classical.choice, Quot.sound]
```

## Core states embedded among valence excitations

Core-excited states lie high in the spectrum, among many valence excitations. Core-valence separation makes them accessible by diagonalising the core-excited block alone. The question is how far the resulting energy can be from a level of the full problem.

In an orthonormal basis that lists core-excited configurations first, the full Hamiltonian is

$$H=\begin{pmatrix}A&B\\B^\dagger&D\end{pmatrix}.$$

Here $A$ is the core block, $D$ is the valence block and $B$ couples valence to core. Valence means every configuration that is not core-excited, including the ground-state reference if the basis contains it. The separated calculation supplies a unit vector $v$ with $Av=av$. The vector $B^\dagger v$ lists the couplings of this core state to the valence configurations, and its length $r=\|B^\dagger v\|$ is the error bound.

In Lean, `fullHam A B D` is this matrix. Its index type `core ⊕ val` is the disjoint union of the two finite sets of configurations, with `val` standing for valence. `Bᴴ` is $B^\dagger$, and `*ᵥ` applies a matrix to a vector. `vnorm` is the Euclidean length; the detour through `WithLp.toLp 2` is needed because Lean's default norm on such functions is the largest amplitude. `IsLevel H e` says that the real energy $e$ has a nonzero eigenvector.

The main theorem, `cvs_error_bound`, assumes that $A$ and $D$ are Hermitian, that $v$ has length 1 and that $Av=av$ with $a$ real. It concludes that $H$ has a level $e$ with $|e-a|\le r$. Nothing is assumed about the size of $B$ or the spacing of the levels. The level found need not belong to a state of mainly core character: where valence levels are dense, it may be one of them.

For Hermitian finite-matrix methods such as configuration interaction, one product of $B^\dagger$ with $v$ gives an interval around the separated core energy that must contain a level of $H$, though not necessarily one of core character. Standard equation-of-motion coupled cluster diagonalises a non-Hermitian similarity-transformed Hamiltonian, and passing to that matrix is the step that the hypotheses do not cover.

## A level trapped between two energies

Let $u_i$ be orthonormal eigenvectors of $H$ with eigenvalues $\lambda_i$, and expand a nonzero state as $x=\sum_i c_iu_i$. For real $\alpha\le\beta$,

$$\langle(H-\alpha)x,(H-\beta)x\rangle=\sum_i(\lambda_i-\alpha)(\lambda_i-\beta)|c_i|^2 .$$

If no level lies in $[\alpha,\beta]$, each $\lambda_i$ is below $\alpha$ or above $\beta$. The two factors then have the same sign, so their product is positive. Since some $c_i$ is nonzero, the sum is positive too. A sum that is zero or negative therefore forces a level into $[\alpha,\beta]$.

This is `level_in_window`. The proof assumes that the window is empty and takes the eigenvector basis from Mathlib. `hpos` is the sign argument, `hc` finds the components of $(H-\gamma)x$ for real $\gamma$, and `hs` is the displayed expansion. `hsum` gives the contradiction.

Now pad the core state with zero valence amplitudes, $x=(v,0)$. Then

$$(H-\gamma)x=\big((a-\gamma)v,\;B^\dagger v\big),$$

which is `core_state_residual`. Using this at $\gamma=\alpha$ and $\gamma=\beta$, together with $\|v\|=1$, gives

$$\langle(H-\alpha)x,(H-\beta)x\rangle=(a-\alpha)(a-\beta)+r^2 .$$

This is at most zero exactly when $r^2\le(a-\alpha)(\beta-a)$, and that condition is the hypothesis of `cvs_window`. Its proof evaluates the inner product separately over core and valence indices.

The choice $\alpha=a-r$, $\beta=a+r$ makes both sides equal to $r^2$. So a level lies in $[a-r,a+r]$, which is the main theorem. In Lean, `ring` checks the equality and `abs_le` turns the two inequalities into $|e-a|\le r$.

## An isolated level has a second-order error

The bound improves when the exact level is isolated. In `cvs_error_second_order`, a number $g\ge r$ is given such that every level of $H$ within $g$ of $a$ equals $e$. The main theorem guarantees that there is such a level, and it may be degenerate. The conclusion is $|e-a|\,g\le r^2$, so for $g>0$ the error is at most $r^2/g$. This has the form of a second-order perturbation estimate, with the isolation distance $g$ in the denominator.

For $g=0$ both sides vanish. For $g>0$, set $t=r^2/g$, which satisfies $t\le g$ because $r\le g$. The window $[a-t,a+g]$ meets the condition of `cvs_window`, since $tg=r^2$, so it contains a level. That level is within $g$ of $a$ and hence equals $e$, which gives $e\ge a-t$. The mirror window $[a-g,a+t]$ gives $e\le a+t$. Together, $|e-a|\le t$. The Lean proof applies `cvs_window` to the same two windows, and `h5` and `h6` identify both levels with $e$.

## Two equal energies reach the bound

`cvs_bound_sharp` returns to the opening example. With core amplitude $p$ and valence amplitude $q$, the eigenvalue equations are

$$(e-a)p=bq,\qquad (e-a)q=b^*p .$$

Multiplying each by $e-a$ and substituting the other gives $(e-a)^2p=|b|^2p$ and $(e-a)^2q=|b|^2q$. At least one amplitude is nonzero, so $|e-a|=|b|$. With $v=(1)$, $B^\dagger v=(b^*)$ has length $|b|$, so every level sits exactly at the bound, and no smaller multiple of $r$ would serve for all Hermitian $H$.

In the Lean proof, `h0` and `h1` are the two eigenvalue equations. `key` eliminates one amplitude, with a case split on whether $p$ vanishes.
